# Normalizable Rabi eigenstates obey Pincherle's limit condition

The energies of a qubit coupled to one cavity mode are those at which the eigenvalue equation has a nonzero solution with normalizable photon amplitudes. Here the Hamiltonian acts by a formula on all real sequences $c_n$, with normalizability as a separate hypothesis. It is written in one parity sector; the reduction from the full qubit-mode Hamiltonian to that sector is taken as given. The result is a necessary condition on the energies of this one-mode, two-level model at any nonzero coupling, ultrastrong coupling included.

```lean
import Mathlib

open Filter Topology

namespace PincherleRabi

noncomputable section

variable {𝕜 : Type*} [RCLike 𝕜]
```

The eigenvalue equation is a recurrence $y_{n+1}=b_ny_n+a_ny_{n-1}$ for $n\ge1$, which `IsSolution` states with $n$ shifted by one. The abstract results allow real or complex sequences.

```lean
/-- The sequence `y` obeys the three-term recurrence
`y_(n+1) = b_n y_n + a_n y_(n-1)` for all `n ≥ 1`. -/
def IsSolution (a b y : ℕ → 𝕜) : Prop :=
  ∀ n, y (n + 2) = b (n + 1) * y (n + 1) + a (n + 1) * y n
```

## Starting values $(1,0)$ and $(0,1)$

Let the solutions $A,B$ start with these values. For any solution $y$, both sides of
$$y_n=y_0A_n+y_1B_n$$
obey the recurrence and agree at $n=0,1$, hence everywhere. The Lean induction carries two neighbouring indices at once.

```lean
/-- Every solution is the combination `y_0 A + y_1 B` of the two solutions that start
as `(1,0)` and `(0,1)`. -/
theorem solution_eq_combination {a b A B y : ℕ → 𝕜}
    (hA : IsSolution a b A) (hB : IsSolution a b B) (hy : IsSolution a b y)
    (A0 : A 0 = 1) (A1 : A 1 = 0) (B0 : B 0 = 0) (B1 : B 1 = 1) (n : ℕ) :
    y n = y 0 * A n + y 1 * B n := by
  have h : ∀ n, y n = y 0 * A n + y 1 * B n ∧
      y (n + 1) = y 0 * A (n + 1) + y 1 * B (n + 1) := by
    intro n
    induction n with
    | zero => simp [A0, A1, B0, B1]
    | succ n ih =>
      refine ⟨ih.2, ?_⟩
      linear_combination hy n - y 0 * hA n - y 1 * hB n + b (n + 1) * ih.2
        + a (n + 1) * ih.1
  exact (h n).1
```

## A solution $f$ that is negligible against $g$

Physically, $f$ is the decaying candidate state and $g_n$ a competing solution; in the Rabi part the letter $g$ is the coupling. Put $W=f_0g_1-g_0f_1$. Eliminating $A$ or $B$ gives
$$f_0g_n-g_0f_n=WB_n,\qquad g_1f_n-f_1g_n=WA_n.$$
Divide by $g_n$. Since $f_n/g_n\to0$, the left sides tend to $f_0$ and $-f_1$. As $f_0\neq0$, both $W$ and eventually $B_n$ are nonzero, and $A_n/B_n\to-f_1/f_0$. In the proof, `eB` and `eA` are these identities and `hden` and `hnum` their limits.

- **Without $f_0\ne0$:** if $f_0=0$ and $f_1\neq0$, the denominator tends to zero and the numerator does not, so either $B_n$ is not eventually nonzero or $A_n/B_n$ has no finite limit.
- **Without $g_n$ eventually nonzero:** $g=0$ would pass, because Lean sets $x/0=0$.
- **Without $f_n/g_n\to0$:** boundedness is not enough. For $y_{n+1}=\tfrac52y_n-y_{n-1}$ and $f_n=g_n=2^n$, the limit is $-\tfrac12$, not $-2$.

```lean
/-- Pincherle's criterion: if `f` is a solution with `f_0 ≠ 0` that becomes negligible against
an eventually nonzero solution `g`, then `B_n` is eventually nonzero and
`A_n / B_n` tends to `-f_1 / f_0`. -/
theorem pincherle {a b A B f g : ℕ → 𝕜}
    (hA : IsSolution a b A) (hB : IsSolution a b B)
    (A0 : A 0 = 1) (A1 : A 1 = 0) (B0 : B 0 = 0) (B1 : B 1 = 1)
    (hf : IsSolution a b f) (hg : IsSolution a b g) (f0 : f 0 ≠ 0)
    (gne : ∀ᶠ n in atTop, g n ≠ 0) (hfg : Tendsto (fun n => f n / g n) atTop (𝓝 0)) :
    (∀ᶠ n in atTop, B n ≠ 0) ∧
      Tendsto (fun n => A n / B n) atTop (𝓝 (-(f 1 / f 0))) := by
  have ef := solution_eq_combination hA hB hf A0 A1 B0 B1
  have eg := solution_eq_combination hA hB hg A0 A1 B0 B1
  have hden := (tendsto_const_nhds (x := f 0)).sub (hfg.const_mul (g 0))
  rw [mul_zero, sub_zero] at hden
  have hnum := (hfg.const_mul (g 1)).sub (tendsto_const_nhds (x := f 1))
  rw [mul_zero, zero_sub] at hnum
  -- eliminate A, respectively B, between the two solutions
  have eB : ∀ n, g n ≠ 0 →
      f 0 - g 0 * (f n / g n) = (f 0 * g 1 - g 0 * f 1) * B n / g n := by
    intro n h
    rw [eq_div_iff h, sub_mul, mul_assoc, div_mul_cancel₀ _ h]
    linear_combination f 0 * eg n - g 0 * ef n
  have eA : ∀ n, g n ≠ 0 →
      g 1 * (f n / g n) - f 1 = (f 0 * g 1 - g 0 * f 1) * A n / g n := by
    intro n h
    rw [eq_div_iff h, sub_mul, mul_assoc, div_mul_cancel₀ _ h]
    linear_combination g 1 * ef n - f 1 * eg n
  constructor
  · filter_upwards [gne, hden.eventually_ne f0] with n h hd hBn
    exact hd (by rw [eB n h, hBn, mul_zero, zero_div])
  · rw [← neg_div]
    refine (hnum.div hden f0).congr' ?_
    filter_upwards [gne, hden.eventually_ne f0] with n h hd
    have hW : f 0 * g 1 - g 0 * f 1 ≠ 0 := fun h0 =>
      hd (by rw [eB n h, h0, zero_mul, zero_div])
    change (g 1 * (f n / g n) - f 1) / (f 0 - g 0 * (f n / g n)) = A n / B n
    rw [eA n h, eB n h, div_div_div_cancel_right₀ h, mul_div_mul_left _ _ hW]
```

The ratios $A_n/B_n$ are the approximants of the continued fraction $a_1/(b_1+a_2/(b_2+\cdots))$. For nonzero $a_n$, Pincherle's theorem is usually stated as an equivalence between the convergence of this fraction to a finite value and the existence of a minimal solution $f$ with $f_0\neq0$, where minimal means negligible against every solution not proportional to $f$; `pincherle` starts from a given $f$ and one competing solution. The converse below starts from the limit $-y_1/y_0$ and divides $y_n=y_0A_n+y_1B_n$ by $B_n$.

```lean
/-- Converse: if `B_n` is eventually nonzero and `A_n / B_n` tends to `-y_1 / y_0` with
`y_0 ≠ 0`, then the solution `y` becomes negligible against `B`. -/
theorem pincherle_converse {a b A B y : ℕ → 𝕜}
    (hA : IsSolution a b A) (hB : IsSolution a b B)
    (A0 : A 0 = 1) (A1 : A 1 = 0) (B0 : B 0 = 0) (B1 : B 1 = 1)
    (hy : IsSolution a b y) (y0 : y 0 ≠ 0) (Bne : ∀ᶠ n in atTop, B n ≠ 0)
    (h : Tendsto (fun n => A n / B n) atTop (𝓝 (-(y 1 / y 0)))) :
    Tendsto (fun n => y n / B n) atTop (𝓝 0) := by
  have e : y 0 * -(y 1 / y 0) + y 1 = 0 := by
    have h1 : y 0 * (y 1 / y 0) = y 1 := by field_simp
    linear_combination -h1
  have l := (h.const_mul (y 0)).add_const (y 1)
  rw [e] at l
  refine l.congr' ?_
  filter_upwards [Bne] with n hn
  rw [solution_eq_combination hA hB hy A0 A1 B0 B1 n, add_div, mul_div_assoc,
    mul_div_cancel_right₀ _ hn]
```

An explicit pair, $2^{-n}$ and $2^n$, meets the hypotheses.

```lean
/-- The recurrence `y_(n+1) = (5/2) y_n - y_(n-1)` has the solutions `2^(-n)` and `2^n`, and
their ratio tends to zero. -/
theorem pincherle_witness :
    IsSolution (fun _ => (-1 : ℝ)) (fun _ => 5 / 2) (fun n => (1 / 2) ^ n) ∧
    IsSolution (fun _ => (-1 : ℝ)) (fun _ => 5 / 2) (fun n => 2 ^ n) ∧
    Tendsto (fun n : ℕ => (1 / 2 : ℝ) ^ n / 2 ^ n) atTop (𝓝 0) := by
  refine ⟨fun n => by ring, fun n => by ring, ?_⟩
  simp_rw [← div_pow]
  exact tendsto_pow_atTop_nhds_zero_of_lt_one (by norm_num) (by norm_num)
```

## Nonzero coupling, $g\ne0$

In units with $\hbar=1$, $\omega$ is the mode frequency, $g$ the coupling strength and $\delta$ half the qubit splitting times the parity sign.

```lean
/-- The Rabi Hamiltonian in a sector of fixed parity, acting on photon amplitudes `c_n`: mode
frequency `ω`, coupling `g`, and `δ` half the qubit splitting times the parity sign. -/
def rabiH (ω δ g : ℝ) (c : ℕ → ℝ) (n : ℕ) : ℝ :=
  (ω * n + δ * (-1) ^ n) * c n + g * (√(n : ℝ) * c (n - 1) + √((n : ℝ) + 1) * c (n + 1))
```

Coupling links neighbouring photon numbers. Row $n\ge1$ at energy $E$,
$$(\omega n+\delta(-1)^n)c_n+g(\sqrt n\,c_{n-1}+\sqrt{n+1}\,c_{n+1})=Ec_n,$$
can be solved for $c_{n+1}$ only if $g\neq0$. This gives the coefficients `rabiA` and `rabiB`, which are $a_n$ and $b_n$, not the solutions $A$ and $B$.

```lean
/-- The coefficient `a_n = -√n / √(n+1)` of the Rabi recurrence. -/
def rabiA (n : ℕ) : ℝ := -(√(n : ℝ) / √((n : ℝ) + 1))

/-- The coefficient `b_n = (E - ω n - δ (-1)^n) / (g √(n+1))` of the Rabi recurrence at
energy `E`, for `g ≠ 0`. -/
def rabiB (ω δ g E : ℝ) (n : ℕ) : ℝ :=
  (E - ω * n - δ * (-1) ^ n) / (g * √((n : ℝ) + 1))
```

Without coupling the rows separate into photon-number states and there is no recurrence to solve. In the proof, `key` writes the eigenvalue residual as $g\sqrt{n+2}$ times the recurrence residual.

```lean
/-- For `g ≠ 0` the recurrence is the eigenvalue equation of the Rabi Hamiltonian in all
rows with at least one photon. -/
theorem rabi_solution_iff {ω δ g E : ℝ} (hg : g ≠ 0) (y : ℕ → ℝ) :
    IsSolution rabiA (rabiB ω δ g E) y ↔
      ∀ n, rabiH ω δ g y (n + 1) = E * y (n + 1) := by
  refine forall_congr' fun n => ?_
  have hs : √((n : ℝ) + 1 + 1) ≠ 0 := by positivity
  have key : rabiH ω δ g y (n + 1) - E * y (n + 1) = g * √((n : ℝ) + 1 + 1) *
      (y (n + 2) - (rabiB ω δ g E (n + 1) * y (n + 1) + rabiA (n + 1) * y n)) := by
    simp only [rabiH, rabiA, rabiB, Nat.add_sub_cancel, Nat.cast_add, Nat.cast_one]
    field_simp
    ring
  constructor
  · intro h
    rw [h, sub_self, mul_zero] at key
    linarith
  · intro h
    rw [h, sub_self] at key
    have := (mul_eq_zero.mp key.symm).resolve_left (mul_ne_zero hg hs)
    linarith
```

For two solutions $u,v$ at the same energy, multiply row $n+1$ of $v$ by $u_{n+1}$, that of $u$ by $v_{n+1}$, and subtract. The diagonal cancels; dividing by $g$ leaves
$$\sqrt{n+2}\,(u_{n+1}v_{n+2}-u_{n+2}v_{n+1})=\sqrt{n+1}\,(u_nv_{n+1}-u_{n+1}v_n).$$
The weighted Casoratian therefore keeps its value at $n=0$.

```lean
/-- For `g ≠ 0` the Casoratian of two solutions at the same energy, weighted by `√(n+1)`,
does not depend on the photon number. -/
theorem rabi_casoratian {ω δ g E : ℝ} (hg : g ≠ 0) {u v : ℕ → ℝ}
    (hu : IsSolution rabiA (rabiB ω δ g E) u) (hv : IsSolution rabiA (rabiB ω δ g E) v)
    (n : ℕ) : √((n : ℝ) + 1) * (u n * v (n + 1) - u (n + 1) * v n)
      = u 0 * v 1 - u 1 * v 0 := by
  induction n with
  | zero => simp
  | succ n ih =>
    have eu := (rabi_solution_iff hg u).1 hu n
    have ev := (rabi_solution_iff hg v).1 hv n
    simp only [rabiH, Nat.add_sub_cancel, Nat.cast_add, Nat.cast_one] at eu ev ⊢
    rw [← ih]
    apply mul_left_cancel₀ hg
    linear_combination u (n + 1) * ev - v (n + 1) * eu
```

## Positive mode frequency, $\omega>0$

Each photon costs energy, so the diagonal outgrows the hopping. For large $n$, $|\omega(n+1)+\delta(-1)^{n+1}-E|\ge\tfrac\omega2(n+2)$, and row $n+1$ gives
$$\tfrac\omega2\sqrt{n+2}\,|y_{n+1}|\le|g|\,(|y_n|+|y_{n+2}|).$$
Once $4|g|\le\omega\sqrt{n+2}$, this implies $2|y_{n+1}|\le|y_n|+|y_{n+2}|$. One strict increase of $|y_n|$ then forces $|y_n|$ never to decrease again, so it stays away from zero. If no increase occurs, $|y_n|\le M$ for some constant $M$, and $\sqrt{n+2}\,|y_{n+1}|\le4|g|M/\omega$. The `by_cases` makes this split; `conv` is the convexity inequality.

At $\omega=\delta=E=0$ the solution starting $(1,0)$ vanishes at odd $n$ and falls only as $n^{-1/4}$ at even $n$, so neither alternative holds.

```lean
/-- For `ω > 0` and `g ≠ 0`, a solution of the Rabi recurrence either stays away from zero at
large photon number or is bounded there by a constant times `1/√(n+1)`. -/
theorem rabi_dichotomy {ω δ g E : ℝ} (hω : 0 < ω) (hg : g ≠ 0) {y : ℕ → ℝ}
    (hy : IsSolution rabiA (rabiB ω δ g E) y) :
    (∃ r > 0, ∀ᶠ n in atTop, r ≤ |y n|) ∨
      ∃ C, ∀ᶠ n : ℕ in atTop, √((n : ℝ) + 1) * |y n| ≤ C := by
  obtain ⟨N₁, h₁⟩ := exists_nat_ge ((ω + 2 * |δ| + 2 * |E|) / ω)
  obtain ⟨N₂, h₂⟩ := exists_nat_ge (16 * g ^ 2 / ω ^ 2)
  rw [div_le_iff₀ hω] at h₁
  rw [div_le_iff₀ (by positivity)] at h₂
  have gpos := abs_pos.2 hg
  -- the diagonal term controls each amplitude by its two neighbours
  have key : ∀ n ≥ N₁ + N₂, ω / 2 * √((n : ℝ) + 1 + 1) ^ 2 * |y (n + 1)| ≤
      |g| * (√((n : ℝ) + 1 + 1) * (|y n| + |y (n + 2)|)) := by
    intro n hn
    have hn' : (N₁ : ℝ) ≤ n := by exact_mod_cast (by omega : N₁ ≤ n)
    have e := (rabi_solution_iff hg y).1 hy n
    simp only [rabiH, Nat.add_sub_cancel, Nat.cast_add, Nat.cast_one] at e
    have hd : |δ * (-1) ^ (n + 1)| = |δ| := by simp [abs_mul]
    have hD : ω / 2 * √((n : ℝ) + 1 + 1) ^ 2 ≤
        |ω * ((n : ℝ) + 1) + δ * (-1) ^ (n + 1) - E| := by
      rw [Real.sq_sqrt (by positivity)]
      refine le_trans ?_ (le_abs_self _)
      have := neg_abs_le (δ * (-1) ^ (n + 1))
      rw [hd] at this
      nlinarith [le_abs_self E, mul_le_mul_of_nonneg_right hn' hω.le, abs_nonneg δ,
        abs_nonneg E]
    have hs : √((n : ℝ) + 1) ≤ √((n : ℝ) + 1 + 1) := Real.sqrt_le_sqrt (by linarith)
    refine (mul_le_mul_of_nonneg_right hD (abs_nonneg _)).trans ?_
    rw [← abs_mul, show (ω * ((n : ℝ) + 1) + δ * (-1) ^ (n + 1) - E) * y (n + 1) =
      -(g * (√((n : ℝ) + 1) * y n + √((n : ℝ) + 1 + 1) * y (n + 2))) by
        linear_combination e, abs_neg, abs_mul]
    refine mul_le_mul_of_nonneg_left ((abs_add_le _ _).trans ?_) gpos.le
    rw [abs_mul, abs_mul, abs_of_nonneg (Real.sqrt_nonneg _),
      abs_of_nonneg (Real.sqrt_nonneg _), mul_add]
    linarith [mul_le_mul_of_nonneg_right hs (abs_nonneg (y n))]
  by_cases h : ∃ m ≥ N₁ + N₂, |y m| < |y (m + 1)|
  · -- one increase of `|y n|` rules out any later decrease
    left
    obtain ⟨m, hm, hlt⟩ := h
    have conv : ∀ n ≥ N₁ + N₂, 2 * |y (n + 1)| ≤ |y n| + |y (n + 2)| := by
      intro n hn
      have hn' : (N₂ : ℝ) ≤ n := by exact_mod_cast (by omega : N₂ ≤ n)
      have hs : 0 < √((n : ℝ) + 1 + 1) := by positivity
      have h4 : 4 * |g| ≤ ω * √((n : ℝ) + 1 + 1) := by
        refine le_of_sq_le_sq ?_ (by positivity)
        rw [mul_pow, mul_pow, sq_abs, Real.sq_sqrt (by positivity)]
        nlinarith [mul_le_mul_of_nonneg_right hn' (sq_nonneg ω), sq_nonneg ω]
      refine le_of_mul_le_mul_left ?_ (mul_pos gpos hs)
      nlinarith [key n hn, mul_le_mul_of_nonneg_right h4
        (mul_nonneg hs.le (abs_nonneg (y (n + 1))))]
    have mono : ∀ k, |y (m + 1)| ≤ |y (m + k + 1)| ∧ |y (m + k)| ≤ |y (m + k + 1)| := by
      intro k
      induction k with
      | zero => exact ⟨le_rfl, hlt.le⟩
      | succ k ih =>
        have c := conv (m + k) (by omega)
        change |y (m + 1)| ≤ |y (m + k + 2)| ∧ |y (m + k + 1)| ≤ |y (m + k + 2)|
        constructor <;> linarith [ih.1, ih.2]
    refine ⟨|y (m + 1)|, (abs_nonneg _).trans_lt hlt,
      eventually_atTop.2 ⟨m + 1, fun n hn => ?_⟩⟩
    have := (mono (n - (m + 1))).1
    rwa [show m + (n - (m + 1)) + 1 = n by omega] at this
  · -- otherwise the amplitudes are bounded, and the diagonal term makes them small
    right
    have dec : ∀ m ≥ N₁ + N₂, |y (m + 1)| ≤ |y m| := fun m hm =>
      le_of_not_gt fun hlt => h ⟨m, hm, hlt⟩
    have bd : ∀ n ≥ N₁ + N₂, |y n| ≤ |y (N₁ + N₂)| := by
      intro n hn
      induction n, hn using Nat.le_induction with
      | base => exact le_rfl
      | succ n hn ih => exact (dec n hn).trans ih
    refine ⟨4 * |g| * |y (N₁ + N₂)| / ω,
      eventually_atTop.2 ⟨N₁ + N₂ + 1, fun n hn => ?_⟩⟩
    obtain ⟨k, rfl⟩ : ∃ k, n = k + 1 := ⟨n - 1, by omega⟩
    have hs : 0 < √((k : ℝ) + 1 + 1) := by positivity
    rw [Nat.cast_add, Nat.cast_one, le_div_iff₀ hω]
    refine le_of_mul_le_mul_left ?_ hs
    have := mul_le_mul_of_nonneg_left (mul_le_mul_of_nonneg_left
      (add_le_add (bd k (by omega)) (bd (k + 2) (by omega))) hs.le) gpos.le
    nlinarith [key k (by omega)]
```

## A nonzero, normalizable eigenstate

The vacuum row, $\delta c_0+gc_1=Ec_0$, gives $gc_1=(E-\delta)c_0$. If $c_0=0$, then $c_1=0$ and $c=0$; so `cne` supplies $c_0\neq0$ and $c_1/c_0=(E-\delta)/g$. The zero sequence would satisfy the equation at every $E$.

Normalizability, `hsum`, gives $c_n\to0$. Apply the dichotomy to $B$:

- If $|B_n|\ge r>0$ eventually, then $|c_n/B_n|\le|c_n|/r\to0$, and Pincherle's criterion applies with $f=c$ and $B$ as the competing solution.
- If $\sqrt{n+1}\,|B_n|\le C$ eventually, the Casoratian of $c$ and $B$, which equals $c_0$, gives $|c_0|\le C(|c_n|+|c_{n+1}|)\to0$, a contradiction.

These are the two branches of `rcases`. Without normalizability, the rows can be solved upward from $c_0=1$ at every real $E$, so the eigenvalue equation alone selects no energy.

```lean
/-- Let `ω > 0` and `g ≠ 0`. If the Rabi Hamiltonian has a nonzero normalizable eigenstate of
energy `E` in the given parity sector, then `B_n` is eventually nonzero and `A_n / B_n` tends
to `-(E - δ) / g`. -/
theorem rabi_normalizable {ω δ g E : ℝ} (hω : 0 < ω) (hg : g ≠ 0) {A B c : ℕ → ℝ}
    (hA : IsSolution rabiA (rabiB ω δ g E) A) (hB : IsSolution rabiA (rabiB ω δ g E) B)
    (A0 : A 0 = 1) (A1 : A 1 = 0) (B0 : B 0 = 0) (B1 : B 1 = 1)
    (hc : ∀ n, rabiH ω δ g c n = E * c n) (cne : c ≠ 0)
    (hsum : Summable fun n => c n ^ 2) :
    (∀ᶠ n in atTop, B n ≠ 0) ∧
      Tendsto (fun n => A n / B n) atTop (𝓝 (-((E - δ) / g))) := by
  have hcs := (rabi_solution_iff hg c).2 fun n => hc (n + 1)
  -- the vacuum row fixes the ratio of the first two amplitudes
  have row : g * c 1 = (E - δ) * c 0 := by
    have := hc 0
    simp [rabiH] at this
    linarith
  have c0 : c 0 ≠ 0 := by
    intro h0
    have h1 : c 1 = 0 := by simpa [h0, hg] using row
    apply cne
    funext n
    simp [solution_eq_combination hA hB hcs A0 A1 B0 B1 n, h0, h1]
  have ratio : c 1 / c 0 = (E - δ) / g := by
    rw [div_eq_div_iff c0 hg]
    linarith
  have lim : Tendsto (fun n => |c n|) atTop (𝓝 0) := by
    have := (Real.continuous_sqrt.tendsto 0).comp hsum.tendsto_atTop_zero
    simpa [Function.comp_def, Real.sqrt_sq_eq_abs] using this
  rw [← ratio]
  rcases rabi_dichotomy hω hg hB with ⟨r, hr, hBr⟩ | ⟨C, hC⟩
  · refine pincherle hA hB A0 A1 B0 B1 hcs hB c0 ?_ ?_
    · filter_upwards [hBr] with n hn
      exact abs_pos.1 (hr.trans_le hn)
    · have l := lim.div_const r
      rw [zero_div] at l
      refine squeeze_zero_norm' ?_ l
      filter_upwards [hBr] with n hn
      rw [Real.norm_eq_abs, abs_div]
      exact div_le_div_of_nonneg_left (abs_nonneg _) hr hn
  · -- two decaying solutions would make the conserved Casoratian vanish
    exfalso
    have l := (lim.add (lim.comp (tendsto_add_atTop_nat 1))).const_mul C
    rw [add_zero, mul_zero] at l
    refine absurd (ge_of_tendsto l ?_) (not_le_of_gt (abs_pos.2 c0))
    filter_upwards [hC, (tendsto_add_atTop_nat 1).eventually hC] with n h1 h2
    have w := rabi_casoratian hg hcs hB n
    rw [B0, B1, mul_one, mul_zero, sub_zero] at w
    have hs : √((n : ℝ) + 1) ≤ √(((n + 1 : ℕ) : ℝ) + 1) :=
      Real.sqrt_le_sqrt (by push_cast; linarith)
    have h3 := (mul_le_mul_of_nonneg_right hs (abs_nonneg (B (n + 1)))).trans h2
    change |c 0| ≤ C * (|c n| + |c (n + 1)|)
    rw [← w, abs_mul, abs_of_nonneg (Real.sqrt_nonneg _)]
    have t := abs_sub (c n * B (n + 1)) (c (n + 1) * B n)
    rw [abs_mul, abs_mul] at t
    nlinarith [mul_le_mul_of_nonneg_left t (Real.sqrt_nonneg ((n : ℝ) + 1)),
      mul_le_mul_of_nonneg_left h3 (abs_nonneg (c n)),
      mul_le_mul_of_nonneg_left h1 (abs_nonneg (c (n + 1)))]

end

end PincherleRabi
```

```lean
#print axioms PincherleRabi.pincherle_converse
-- 'PincherleRabi.pincherle_converse' depends on axioms: [propext, Classical.choice, Quot.sound]
#print axioms PincherleRabi.rabi_normalizable
-- 'PincherleRabi.rabi_normalizable' depends on axioms: [propext, Classical.choice, Quot.sound]
```

## Finding energies, and the degenerate qubit

One way to approximate the energies is to run the recurrence up to some $N\ge1$ at a trial $E$ and seek zeros of $A_N+\frac{E-\delta}{g}B_N$. This is $c_N$ for the solution with $c_0=1$ that obeys the vacuum row, so its zeros are the eigenvalues of the Hamiltonian truncated to $0,\dots,N-1$ photons. The theorem gives the condition that each exact eigenvalue meets as $N\to\infty$; it does not say that every energy meeting it is an eigenvalue.

For $\delta=0$ the chain is a displaced oscillator. Its normalized ground state is $c_n=e^{-g^2/(2\omega^2)}(-g/\omega)^n/\sqrt{n!}$ with $E=-g^2/\omega$, and so $A_n/B_n\to g/\omega$.
